# For sequential tunnelling with infinite repulsion, the conductance of a spin-degenerate level peaks (ln 2)/2 thermal energies above the chemical potential

Infinite repulsion is modelled by leaving the level only two charge states, empty or holding one electron in one of \(g\) degenerate states, with each lead filling and emptying it at rates set by that lead's Fermi function. For these rate equations the linear conductance is largest at exactly one level energy, which for a spin-degenerate level, \(g=2\), lies \(T(\ln 2)/2\) above the chemical potential, \(T\) being the thermal energy.

```lean
import Mathlib

open Real

namespace CoulombBlockadePeak

noncomputable section

/-- The Fermi function of the reduced energy `x`, measured from the chemical potential in units
of the thermal energy. -/
def fermi (x : ℝ) : ℝ := 1 / (1 + exp x)

/-- The conductance profile of a `g`-fold degenerate level with infinite repulsion,
for `g > 0`. -/
def profile (g x : ℝ) : ℝ := fermi x * (1 - fermi x) / (1 + (g - 1) * fermi x)

/-- Net particle flow from a lead with tunnel rate `Γ` into the level, which is empty with
probability `p` and singly occupied otherwise. -/
def leadFlow (g Γ x p : ℝ) : ℝ := Γ * (g * fermi x * p - (1 - fermi x) * (1 - p))

/-- Stationary probability that the level between two leads is empty, for positive `g` and positive
tunnel rates. -/
def emptyProb (g ΓL ΓR xL xR : ℝ) : ℝ :=
  (ΓL * (1 - fermi xL) + ΓR * (1 - fermi xR)) /
    (ΓL * (1 + (g - 1) * fermi xL) + ΓR * (1 + (g - 1) * fermi xR))

/-- Particle current from the left lead when the level is empty with probability `emptyProb`,
for positive `g` and positive tunnel rates. -/
def current (g ΓL ΓR xL xR : ℝ) : ℝ := leadFlow g ΓL xL (emptyProb g ΓL ΓR xL xR)

/-- Current through a level of energy `ε` at thermal energy `T > 0`, when the chemical potentials
are `μ + a V` on the left and `μ - (1 - a) V` on the right. -/
def biasedCurrent (g ΓL ΓR T μ a ε V : ℝ) : ℝ :=
  current g ΓL ΓR ((ε - (μ + a * V)) / T) ((ε - (μ - (1 - a) * V)) / T)

/-- Linear conductance: the derivative of the current with respect to the bias at zero bias,
for thermal energy `T > 0`. -/
def conductance (g ΓL ΓR T μ a ε : ℝ) : ℝ := deriv (biasedCurrent g ΓL ΓR T μ a ε) 0

/-- For positive degeneracy the sum of the filling and emptying rates, per unit tunnel rate,
is positive. -/
theorem blocking_pos {g : ℝ} (hg : 0 < g) (x : ℝ) : 0 < 1 + (g - 1) * fermi x := by
  have hu := exp_pos x
  have h : 1 + (g - 1) * fermi x = (g + exp x) / (1 + exp x) := by
    unfold fermi
    field_simp
    ring
  rw [h]
  positivity

/-- For positive degeneracy and tunnel rates, the flows from the two leads balance exactly when
the level is empty with probability `emptyProb`. -/
theorem stationary_iff {g ΓL ΓR : ℝ} (hg : 0 < g) (hL : 0 < ΓL) (hR : 0 < ΓR) (xL xR p : ℝ) :
    leadFlow g ΓL xL p + leadFlow g ΓR xR p = 0 ↔ p = emptyProb g ΓL ΓR xL xR := by
  have hD := add_pos (mul_pos hL (blocking_pos hg xL)) (mul_pos hR (blocking_pos hg xR))
  rw [emptyProb, eq_div_iff hD.ne']
  unfold leadFlow
  constructor <;> intro h <;> linear_combination h

/-- For positive degeneracy and tunnel rates, the current is proportional to the difference of
the Fermi functions, divided by the total relaxation rate of the level. -/
theorem current_eq {g ΓL ΓR : ℝ} (hg : 0 < g) (hL : 0 < ΓL) (hR : 0 < ΓR) (xL xR : ℝ) :
    current g ΓL ΓR xL xR = g * ΓL * ΓR * (fermi xL - fermi xR) /
      (ΓL * (1 + (g - 1) * fermi xL) + ΓR * (1 + (g - 1) * fermi xR)) := by
  have hD := add_pos (mul_pos hL (blocking_pos hg xL)) (mul_pos hR (blocking_pos hg xR))
  have hp : emptyProb g ΓL ΓR xL xR *
      (ΓL * (1 + (g - 1) * fermi xL) + ΓR * (1 + (g - 1) * fermi xR)) =
      ΓL * (1 - fermi xL) + ΓR * (1 - fermi xR) := div_mul_cancel₀ _ hD.ne'
  rw [eq_div_iff hD.ne', current, leadFlow]
  linear_combination ΓL * (1 + (g - 1) * fermi xL) * hp

/-- Response of the Fermi function to a shift `c V` of its reduced energy, at `V = 0`. -/
theorem hasDerivAt_fermi_shift (x c : ℝ) :
    HasDerivAt (fun V : ℝ => fermi (x + c * V)) (-(fermi x * (1 - fermi x)) * c) 0 := by
  have hu : 1 + exp x ≠ 0 := by positivity
  have hf : HasDerivAt fermi (-(fermi x * (1 - fermi x))) x := by
    refine ((hasDerivAt_const x (1 : ℝ)).fun_div
      ((Real.hasDerivAt_exp x).const_add 1) hu).congr_deriv ?_
    unfold fermi
    field_simp
    ring
  have hl : HasDerivAt (fun V : ℝ => x + c * V) c 0 :=
    (((hasDerivAt_id' (0 : ℝ)).const_mul c).const_add x).congr_deriv (mul_one c)
  have hf' : HasDerivAt fermi (-(fermi x * (1 - fermi x))) (x + c * 0) := by
    rw [mul_zero, add_zero]
    exact hf
  have hc : HasDerivAt (fermi ∘ fun V : ℝ => x + c * V)
      (-(fermi x * (1 - fermi x)) * c) 0 := HasDerivAt.comp (0 : ℝ) hf' hl
  exact hc

/-- For positive degeneracy, tunnel rates and thermal energy, the current responds linearly to a
small bias, with a coefficient proportional to `profile` however the bias is divided. -/
theorem hasDerivAt_biasedCurrent {g ΓL ΓR T : ℝ} (hg : 0 < g) (hL : 0 < ΓL) (hR : 0 < ΓR)
    (hT : 0 < T) (μ a ε : ℝ) :
    HasDerivAt (biasedCurrent g ΓL ΓR T μ a ε)
      (g * ΓL * ΓR / ((ΓL + ΓR) * T) * profile g ((ε - μ) / T)) 0 := by
  have hfun : biasedCurrent g ΓL ΓR T μ a ε = fun V =>
      g * ΓL * ΓR * (fermi ((ε - μ) / T + (-a / T) * V) -
        fermi ((ε - μ) / T + ((1 - a) / T) * V)) /
      (ΓL * (1 + (g - 1) * fermi ((ε - μ) / T + (-a / T) * V)) +
        ΓR * (1 + (g - 1) * fermi ((ε - μ) / T + ((1 - a) / T) * V))) := by
    funext V
    rw [biasedCurrent, current_eq hg hL hR,
      show (ε - (μ + a * V)) / T = (ε - μ) / T + (-a / T) * V by ring,
      show (ε - (μ - (1 - a) * V)) / T = (ε - μ) / T + ((1 - a) / T) * V by ring]
  have dL := hasDerivAt_fermi_shift ((ε - μ) / T) (-a / T)
  have dR := hasDerivAt_fermi_shift ((ε - μ) / T) ((1 - a) / T)
  have dN := (dL.fun_sub dR).const_mul (g * ΓL * ΓR)
  have dD := (((dL.const_mul (g - 1)).const_add 1).const_mul ΓL).fun_add
    (((dR.const_mul (g - 1)).const_add 1).const_mul ΓR)
  rw [hfun]
  refine (dN.fun_div dD (add_pos (mul_pos hL (blocking_pos hg _))
    (mul_pos hR (blocking_pos hg _))).ne').congr_deriv ?_
  -- at zero bias the numerator vanishes, so only its derivative contributes
  simp only [mul_zero, add_zero, sub_self, zero_mul, sub_zero]
  have hq := (blocking_pos hg ((ε - μ) / T)).ne'
  have hS : ΓL + ΓR ≠ 0 := (add_pos hL hR).ne'
  have hT' := hT.ne'
  unfold profile
  rw [← add_mul]
  generalize 1 + (g - 1) * fermi ((ε - μ) / T) = q at hq ⊢
  generalize fermi ((ε - μ) / T) = F
  field_simp
  ring

/-- For positive degeneracy, the profile as a rational function of `exp x`. -/
theorem profile_eq {g : ℝ} (hg : 0 < g) (x : ℝ) :
    profile g x = exp x / ((1 + exp x) * (g + exp x)) := by
  have hu : 1 + exp x ≠ 0 := by positivity
  have hv : g + exp x ≠ 0 := by positivity
  have h1 : 1 - fermi x = exp x / (1 + exp x) := by
    unfold fermi
    field_simp
    ring
  have h2 : 1 + (g - 1) * fermi x = (g + exp x) / (1 + exp x) := by
    unfold fermi
    field_simp
    ring
  rw [profile, h1, h2, fermi]
  field_simp

/-- For positive degeneracy, the value of the profile at `x = (ln g)/2`. -/
theorem profile_peak {g : ℝ} (hg : 0 < g) : profile g (log g / 2) = 1 / (1 + √g) ^ 2 := by
  have hs := Real.sqrt_pos.2 hg
  have h2 := Real.sq_sqrt hg.le
  rw [profile_eq hg, ← Real.log_sqrt hg.le, Real.exp_log hs,
    div_eq_div_iff (by positivity) (by positivity)]
  linear_combination (1 + √g) * h2

/-- For positive degeneracy, the profile is strictly smaller at every other point than at
`x = (ln g)/2`. -/
theorem profile_lt_peak {g x : ℝ} (hg : 0 < g) (hx : x ≠ log g / 2) :
    profile g x < profile g (log g / 2) := by
  have hs := Real.sqrt_pos.2 hg
  have h2 := Real.sq_sqrt hg.le
  have hne : exp x - √g ≠ 0 := by
    intro h
    apply hx
    rw [← Real.log_sqrt hg.le, ← sub_eq_zero.1 h, Real.log_exp]
  have hsq : 0 < (exp x - √g) ^ 2 :=
    lt_of_le_of_ne (sq_nonneg _) (Ne.symm (pow_ne_zero 2 hne))
  rw [profile_peak hg, profile_eq hg, div_lt_div_iff₀ (by positivity) (by positivity)]
  -- the two sides differ by a perfect square
  have e : 1 * ((1 + exp x) * (g + exp x)) - exp x * (1 + √g) ^ 2 = (exp x - √g) ^ 2 := by
    linear_combination (-(1 + exp x)) * h2
  linarith

/-- For positive degeneracy, tunnel rates and thermal energy `T`, the linear conductance is
maximal exactly when the level lies `T (ln g)/2` above the chemical potential. -/
theorem conductance_max_iff {g ΓL ΓR T : ℝ} (hg : 0 < g) (hL : 0 < ΓL) (hR : 0 < ΓR)
    (hT : 0 < T) (μ a ε : ℝ) :
    (∀ ε', conductance g ΓL ΓR T μ a ε' ≤ conductance g ΓL ΓR T μ a ε) ↔
      ε = μ + T * (log g / 2) := by
  have hG : ∀ e, conductance g ΓL ΓR T μ a e =
      g * ΓL * ΓR / ((ΓL + ΓR) * T) * profile g ((e - μ) / T) :=
    fun e => (hasDerivAt_biasedCurrent hg hL hR hT μ a e).deriv
  have hK : 0 < g * ΓL * ΓR / ((ΓL + ΓR) * T) := by positivity
  have hx : (μ + T * (log g / 2) - μ) / T = log g / 2 := by
    rw [add_sub_cancel_left, mul_div_cancel_left₀ _ hT.ne']
  constructor
  · intro h
    by_contra hne
    have hne' : (ε - μ) / T ≠ log g / 2 := by
      intro h'
      rw [div_eq_iff hT.ne'] at h'
      exact hne (by linear_combination h')
    have h1 := h (μ + T * (log g / 2))
    rw [hG, hG, hx] at h1
    exact not_le_of_gt (mul_lt_mul_of_pos_left (profile_lt_peak hg hne') hK) h1
  · intro h ε'
    rw [h, hG, hG, hx]
    refine mul_le_mul_of_nonneg_left ?_ hK.le
    by_cases h' : (ε' - μ) / T = log g / 2
    · rw [h']
    · exact (profile_lt_peak hg h').le

/-- The profile `f (1 - f) / (1 + f)` of a spin-degenerate level has its unique global maximum
at `x = (ln 2)/2`. -/
theorem spin_profile_lt_peak {x : ℝ} (hx : x ≠ log 2 / 2) :
    fermi x * (1 - fermi x) / (1 + fermi x) <
      fermi (log 2 / 2) * (1 - fermi (log 2 / 2)) / (1 + fermi (log 2 / 2)) := by
  have e : ∀ y, profile 2 y = fermi y * (1 - fermi y) / (1 + fermi y) := by
    intro y
    rw [profile, show (2 : ℝ) - 1 = 1 by norm_num, one_mul]
  rw [← e, ← e]
  exact profile_lt_peak two_pos hx

end

end CoulombBlockadePeak
```

```lean
#print axioms CoulombBlockadePeak.stationary_iff
-- 'CoulombBlockadePeak.stationary_iff' depends on axioms: [propext, Classical.choice, Quot.sound]
#print axioms CoulombBlockadePeak.conductance_max_iff
-- 'CoulombBlockadePeak.conductance_max_iff' depends on axioms: [propext, Classical.choice, Quot.sound]
#print axioms CoulombBlockadePeak.spin_profile_lt_peak
-- 'CoulombBlockadePeak.spin_profile_lt_peak' depends on axioms: [propext, Classical.choice, Quot.sound]
```

## One maximum, displaced in proportion to temperature

Let \(\varepsilon\) be the level energy, \(\mu\) the chemical potential at zero bias and \(x=(\varepsilon-\mu)/T\) the reduced energy. The Fermi function is \(f(x)=1/(1+e^x)\), in Lean `fermi`, and the conductance profile, in Lean `profile`, is

\[
P_g(x)=\frac{f(x)\,(1-f(x))}{1+(g-1)f(x)} .
\]

The theorem `spin_profile_lt_peak` concerns \(g=2\), where the denominator is \(1+f\). It says that at every real \(x\neq(\ln 2)/2\) the profile is strictly smaller than at \((\ln 2)/2\), so that point is the unique global maximum. `profile_lt_peak` says the same for any real \(g>0\), with the maximum at \((\ln g)/2\).

The theorem `conductance_max_iff` carries this over to the conductance itself. For positive degeneracy, tunnel rates and thermal energy, a level energy \(\varepsilon\) gives at least as much conductance as every other level energy if and only if

\[
\varepsilon=\mu+\frac{T\ln g}{2}.
\]

For \(g=1\) the peak sits at the chemical potential. For \(g=2\) it is displaced by about \(0.35\,T\), so in this weak-coupling, single-level model a level energy read off by setting \(\varepsilon=\mu\) at the conductance peak is wrong by an amount that grows linearly with temperature.

## Rates, bias and the range of the model

Let \(p\) be the probability that the level is empty. Lead \(\alpha\), left or right, has tunnel rate \(\Gamma_\alpha\) and Fermi function value \(f_\alpha=f(x_\alpha)\), where \(x_\alpha\) is the level energy measured from that lead's chemical potential in units of \(T\). An electron can enter any of the \(g\) states of the empty level, but only the one electron present can leave the occupied level. The net particle flow into the level is therefore

\[
J_\alpha=\Gamma_\alpha\bigl[g f_\alpha\,p-(1-f_\alpha)(1-p)\bigr],
\]

which is `leadFlow`. The factor \(g\) in the filling term alone is what displaces the peak.

The bias \(V\) is a difference of chemical potentials, hence an energy. The left lead is at \(\mu+aV\) and the right lead at \(\mu-(1-a)V\), where the real number \(a\) says how the bias is divided. The definition `current` is the particle flow from the left lead in the stationary state, and `conductance` is its derivative with respect to \(V\) at \(V=0\). The electrical conductance is this quantity times the square of the electron charge, which doesn't move the maximum.

The rate equations are postulated, not derived from a Hamiltonian. They stand for sequential tunnelling, in which the coupling to the leads is weak compared with the thermal energy and electrons cross one at a time. Level broadening, cotunnelling and Kondo correlations are absent, as are further orbital levels and double occupation at finite repulsion. The tunnel rates are independent of energy and equal for all \(g\) states. Lean accepts any positive real \(g\), although a degeneracy is a positive integer.

## From balanced flows to the current

Write \(q_\alpha=1+(g-1)f_\alpha\). Collecting the terms in \(p\) gives

\[
J_\alpha=\Gamma_\alpha\bigl[q_\alpha p-(1-f_\alpha)\bigr],\qquad
q_\alpha=\frac{g+e^{x_\alpha}}{1+e^{x_\alpha}}>0 .
\]

The positivity of \(q_\alpha\) is `blocking_pos`, proved by this same fraction. In the stationary state \(J_L+J_R=0\), so

\[
p=\frac{\Gamma_L(1-f_L)+\Gamma_R(1-f_R)}{D},\qquad D=\Gamma_Lq_L+\Gamma_Rq_R .
\]

This is `emptyProb`, and `stationary_iff` shows that it is the only real number for which the two flows balance. The proof multiplies by \(D>0\), after which both directions are linear algebra. That \(p\) lies between 0 and 1 can be read off from \(D\), which equals the numerator plus \(g(\Gamma_Lf_L+\Gamma_Rf_R)\).

Inserting \(p\) into \(J_L\), the terms proportional to \(\Gamma_L^2\) cancel:

\[
J_L=\frac{\Gamma_L\Gamma_R}{D}\bigl[q_L(1-f_R)-q_R(1-f_L)\bigr].
\]

In the bracket the products \(f_Lf_R\) cancel as well, and what remains is \(g(f_L-f_R)\). Hence

\[
J_L=\frac{g\,\Gamma_L\Gamma_R\,(f_L-f_R)}{\Gamma_Lq_L+\Gamma_Rq_R},
\]

which is `current_eq`. In Lean, `hp` records that \(pD\) equals the numerator of \(p\), and `linear_combination` uses this relation multiplied by \(\Gamma_Lq_L\).

## The response at zero bias

The derivative of the Fermi function is

\[
f'(x)=-\frac{e^x}{(1+e^x)^2}=-f(x)(1-f(x)).
\]

With the bias applied, \(x_L=x-aV/T\) and \(x_R=x+(1-a)V/T\). The chain rule, which is the content of `hasDerivAt_fermi_shift`, gives at \(V=0\)

\[
\frac{df_L}{dV}=\frac{a}{T}f(1-f),\qquad
\frac{df_R}{dV}=-\frac{1-a}{T}f(1-f),
\]

where \(f=f(x)\). The difference \(f_L-f_R\) thus has derivative \(f(1-f)/T\), and \(a\) has dropped out.

The current is a quotient whose numerator vanishes at \(V=0\), so the derivative of its denominator doesn't contribute. The denominator at that point is \((\Gamma_L+\Gamma_R)(1+(g-1)f)\), and therefore

\[
\left.\frac{dJ_L}{dV}\right|_{V=0}
=\frac{g\,\Gamma_L\Gamma_R}{(\Gamma_L+\Gamma_R)T}\,P_g(x).
\]

This is `hasDerivAt_biasedCurrent`. Its proof first rewrites the current by `current_eq` with the shifted arguments, then applies the quotient rule. The `simp only` step removes the terms that vanish at zero bias. The two `generalize` steps replace \(1+(g-1)f\) and \(f\) by plain symbols, which leaves an identity between fractions for `field_simp` and `ring`. Because the theorem establishes that the derivative exists, `conductance` is a true slope and not the value zero that Lean's `deriv` takes by default.

## A perfect square fixes the peak

Put \(u=e^x>0\). Then \(f=1/(1+u)\), \(1-f=u/(1+u)\) and \(1+(g-1)f=(g+u)/(1+u)\), so

\[
P_g(x)=\frac{u}{(1+u)(g+u)},
\]

as stated in `profile_eq`. At \(x=(\ln g)/2\) one has \(u=\sqrt g\). Since \(g+\sqrt g=\sqrt g\,(1+\sqrt g)\), the value there is

\[
P_g\!\left(\tfrac{\ln g}{2}\right)=\frac{1}{(1+\sqrt g)^2},
\]

which is `profile_peak`. To compare this with the profile at any other point, cross-multiply the two fractions and subtract:

\[
(1+u)(g+u)-u(1+\sqrt g)^2=g+u^2-2u\sqrt g=(u-\sqrt g)^2 .
\]

The right-hand side is positive unless \(u=\sqrt g\), that is, unless \(x=(\ln g)/2\). All denominators are positive, so the profile is strictly smaller everywhere else. The proof of `profile_lt_peak` follows the same line: `hne` excludes \(u=\sqrt g\), `hsq` makes the square positive, and `e` is the displayed identity. No second derivative is needed, and the comparison covers the whole real line at once.

For `conductance_max_iff`, the conductance is written as the positive constant `hK` refers to, times the profile at \((\varepsilon-\mu)/T\). If \(\varepsilon\) were a maximum at some other place, comparing it with \(\mu+T(\ln g)/2\) would contradict the strict inequality. Conversely, at \(\mu+T(\ln g)/2\) the profile is at least as large as at any other level energy, and multiplication by a positive constant preserves this. Finally, `spin_profile_lt_peak` sets \(g=2\), where \(1+(g-1)f\) becomes \(1+f\).
